# Signs of the Dirac covariants under P, C and T in the Dirac representation

Before a coupling $\bar\psi G\psi$ is added to a Dirac Lagrangian, with $G$ a $4\times4$ matrix, one checks which discrete symmetries it respects. The matrix part of that check is to write $G$ in terms of $1$, $i\gamma_5$, $\gamma^\mu$, $\gamma^\mu\gamma_5$ and $\sigma^{\mu\nu}$, with real coefficients when the coupling is Hermitian, and to read off a sign for each under parity P, charge conjugation C and time reversal T. The same signs apply to a term $\psi^\dagger h\psi$ of a relativistic one-electron Hamiltonian, with $h$ a $4\times4$ matrix, once it is written as $\bar\psi G\psi$ with $G=\gamma^0h$. Here $\psi$ is an anticommuting field; for the bilinears of a commuting one-electron wave function, every sign under C is reversed. Only the four spinor components are treated here, not derivatives or the accompanying changes of coordinates and external fields.

## Matrices and maps

All matrices are complex and $4\times4$, with rows and columns numbered 0 to 3.

```lean
import Mathlib

open Matrix Complex

namespace DiracDiscreteSymmetries

noncomputable section

/-- Complex four-by-four matrices acting on Dirac spinors. -/
abbrev Mat := Matrix (Fin 4) (Fin 4) ℂ
```

The $\gamma^\mu$ are fixed entry by entry, with $\gamma^0=\mathrm{diag}(1,1,-1,-1)$. The Lean term `γ μ` is $\gamma^\mu$ with upper index.

```lean
/-- The matrices `γ^μ` in the Dirac representation. -/
def γ : Fin 4 → Mat :=
  ![!![1, 0, 0, 0; 0, 1, 0, 0; 0, 0, -1, 0; 0, 0, 0, -1],
    !![0, 0, 0, 1; 0, 0, 1, 0; 0, -1, 0, 0; -1, 0, 0, 0],
    !![0, 0, 0, -I; 0, 0, I, 0; 0, I, 0, 0; -I, 0, 0, 0],
    !![0, 0, 1, 0; 0, 0, 0, -1; -1, 0, 0, 0; 0, 1, 0, 0]]
```

Three products of them are needed: $\gamma_5=i\gamma^0\gamma^1\gamma^2\gamma^3$,

```lean
/-- The chirality matrix `γ5 = i γ0 γ1 γ2 γ3`. -/
def γ5 : Mat := I • (γ 0 * γ 1 * γ 2 * γ 3)
```

the charge conjugation matrix $C=i\gamma^2\gamma^0$,

```lean
/-- The charge conjugation matrix `C = i γ2 γ0`. -/
def chargeMat : Mat := I • (γ 2 * γ 0)
```

and the time reversal matrix $B=\gamma^1\gamma^3$.

```lean
/-- The time reversal matrix `B = γ1 γ3`. -/
def timeMat : Mat := γ 1 * γ 3
```

Parity acts on the matrix in a bilinear by $G\mapsto\gamma^0G\gamma^0$.

```lean
/-- Parity: `G ↦ γ0 G γ0`. -/
def parity (G : Mat) : Mat := γ 0 * G * γ 0
```

Charge conjugation exchanges $\psi$ and $\bar\psi$, hence the transpose in $G\mapsto CG^TC^{-1}$. The sign convention is that of anticommuting fields.

```lean
/-- Charge conjugation: `G ↦ C Gᵀ C⁻¹`. -/
def chargeConj (G : Mat) : Mat := chargeMat * Gᵀ * chargeMat⁻¹
```

Time reversal is antiunitary, hence the complex conjugate in $G\mapsto B\,\overline{G}\,B^{-1}$.

```lean
/-- Time reversal: `G ↦ B conj(G) B⁻¹`. -/
def timeRev (G : Mat) : Mat := timeMat * G.map (starRingEnd ℂ) * timeMat⁻¹
```

## The table of signs

Let $s_0=1$ and $s_1=s_2=s_3=-1$. The type `ℤˣ` contains only $1$ and $-1$, so a value in it is a sign by construction.

```lean
/-- The sign `+` for the time index and `-` for the space indices. -/
def s : Fin 4 → ℤˣ := ![1, -1, -1, -1]
```

The covariants form a type with five cases, which carry their Lorentz indices.

```lean
/-- The five kinds of Dirac covariants, with their Lorentz indices. -/
inductive Covariant
  | scalar
  | pseudoscalar
  | vector (μ : Fin 4)
  | axial (μ : Fin 4)
  | tensor (μ ν : Fin 4)
```

Each case has its matrix, with $\sigma^{\mu\nu}=\frac i2[\gamma^\mu,\gamma^\nu]$. For $\mu=\nu$ this is the zero matrix, and its sign carries no information.

```lean
namespace Covariant

/-- The matrices `1`, `i γ5`, `γ^μ`, `γ^μ γ5` and `σ^{μν} = (i/2)[γ^μ, γ^ν]`. -/
def mat : Covariant → Mat
  | scalar => 1
  | pseudoscalar => I • γ5
  | vector μ => γ μ
  | axial μ => γ μ * γ5
  | tensor μ ν => (I / 2) • (γ μ * γ ν - γ ν * γ μ)
```

The rank $r$ counts the indices: 0, 0, 1, 1, 2.

```lean
/-- The number of Lorentz indices. -/
def rank : Covariant → ℕ
  | scalar => 0
  | pseudoscalar => 0
  | vector _ => 1
  | axial _ => 1
  | tensor _ _ => 2
```

With no sum over repeated indices, the signs to be established are as follows.

| | P | C | T | product |
|---|---|---|---|---|
| $1$ | $+$ | $+$ | $+$ | $+$ |
| $i\gamma_5$ | $-$ | $+$ | $-$ | $+$ |
| $\gamma^\mu$ | $s_\mu$ | $-$ | $s_\mu$ | $-$ |
| $\gamma^\mu\gamma_5$ | $-s_\mu$ | $+$ | $s_\mu$ | $-$ |
| $\sigma^{\mu\nu}$ | $s_\mu s_\nu$ | $-$ | $-s_\mu s_\nu$ | $+$ |

```lean
/-- The sign under parity. -/
def pSign : Covariant → ℤˣ
  | scalar => 1
  | pseudoscalar => -1
  | vector μ => s μ
  | axial μ => -s μ
  | tensor μ ν => s μ * s ν

/-- The sign under charge conjugation. -/
def cSign : Covariant → ℤˣ
  | scalar => 1
  | pseudoscalar => 1
  | vector _ => -1
  | axial _ => 1
  | tensor _ _ => -1

/-- The sign under time reversal. -/
def tSign : Covariant → ℤˣ
  | scalar => 1
  | pseudoscalar => -1
  | vector μ => s μ
  | axial μ => s μ
  | tensor μ ν => -(s μ * s ν)

end Covariant
```

## Inverses and algebraic rules

Multiplying out the definitions gives $C$, $B$ and $\gamma_5$ as real matrices with one entry $\pm1$ in each row. Lean compares all sixteen entries.

```lean
/-- The entries of `C`, `B` and `γ5` in the Dirac representation. -/
theorem explicit_forms :
    chargeMat = !![0, 0, 0, -1; 0, 0, 1, 0; 0, -1, 0, 0; 1, 0, 0, 0] ∧
    timeMat = !![0, 1, 0, 0; -1, 0, 0, 0; 0, 0, 0, 1; 0, 0, -1, 0] ∧
    γ5 = !![0, 0, 1, 0; 0, 0, 0, 1; 1, 0, 0, 0; 0, 1, 0, 0] := by
  have h01 : γ 0 * γ 1 = !![0, 0, 0, 1; 0, 0, 1, 0; 0, 1, 0, 0; 1, 0, 0, 0] := by
    ext i j
    fin_cases i <;> fin_cases j <;> simp [γ, Matrix.mul_apply, Fin.sum_univ_four]
  have h23 : γ 2 * γ 3 = !![0, -I, 0, 0; -I, 0, 0, 0; 0, 0, 0, -I; 0, 0, -I, 0] := by
    ext i j
    fin_cases i <;> fin_cases j <;> simp [γ, Matrix.mul_apply, Fin.sum_univ_four]
  refine ⟨?_, ?_, ?_⟩
  · ext i j
    fin_cases i <;> fin_cases j <;> simp [chargeMat, γ]
  · ext i j
    fin_cases i <;> fin_cases j <;> simp [timeMat, γ, Matrix.mul_apply, Fin.sum_univ_four]
  · rw [γ5, mul_assoc (γ 0 * γ 1), h01, h23]
    ext i j
    fin_cases i <;> fin_cases j <;> simp
```

Since different $\gamma$'s anticommute, $(\gamma^0)^2=1$ and $(\gamma^k)^2=-1$ for $k=1,2,3$,
$$C^2=-\gamma^2\gamma^0\gamma^2\gamma^0=(\gamma^2)^2(\gamma^0)^2=-1,\qquad B^2=-(\gamma^1)^2(\gamma^3)^2=-1.$$
Therefore $C^{-1}=-C$ and $B^{-1}=-B$. Lean checks the products from the explicit entries.

```lean
/-- `γ0` is its own inverse, while `C` and `B` are inverted by a change of sign. -/
theorem inverses : γ 0 * γ 0 = 1 ∧
    (chargeMat * chargeMat⁻¹ = 1 ∧ chargeMat⁻¹ = -chargeMat) ∧
    (timeMat * timeMat⁻¹ = 1 ∧ timeMat⁻¹ = -timeMat) := by
  have h0 : γ 0 * γ 0 = 1 := by
    ext i j
    fin_cases i <;> fin_cases j <;> simp [γ, Matrix.mul_apply, Fin.sum_univ_four]
  have hC : chargeMat * -chargeMat = 1 := by
    rw [explicit_forms.1]
    ext i j
    fin_cases i <;> fin_cases j <;> simp [Matrix.mul_apply, Fin.sum_univ_four]
  have hB : timeMat * -timeMat = 1 := by
    rw [explicit_forms.2.1]
    ext i j
    fin_cases i <;> fin_cases j <;> simp [Matrix.mul_apply, Fin.sum_univ_four]
  have hC' := Matrix.inv_eq_right_inv hC
  have hB' := Matrix.inv_eq_right_inv hB
  exact ⟨h0, ⟨by rw [hC', hC], hC'⟩, ⟨by rw [hB', hB], hB'⟩⟩
```

If $UV=1$, then also $VU=1$, and $U(XY)V=(UXV)(UYV)$. This gives the product rule for P and T. The transpose in C reverses the factors:
$$\mathrm C(XY)=\mathrm C(Y)\,\mathrm C(X).$$

```lean
/-- Parity and time reversal preserve the order of a product; charge conjugation reverses it. -/
theorem product_rules (X Y : Mat) :
    parity (X * Y) = parity X * parity Y ∧
    chargeConj (X * Y) = chargeConj Y * chargeConj X ∧
    timeRev (X * Y) = timeRev X * timeRev Y := by
  have key : ∀ U V X Y : Mat, U * V = 1 → U * (X * Y) * V = (U * X * V) * (U * Y * V) := by
    intro U V X Y h
    have h' : V * U = 1 := mul_eq_one_comm.mp h
    calc U * (X * Y) * V = U * X * 1 * Y * V := by noncomm_ring
      _ = U * X * (V * U) * Y * V := by rw [h']
      _ = (U * X * V) * (U * Y * V) := by noncomm_ring
  obtain ⟨h0, ⟨hC, -⟩, ⟨hB, -⟩⟩ := inverses
  refine ⟨key _ _ _ _ h0, ?_, ?_⟩
  · rw [chargeConj, Matrix.transpose_mul]
    exact key _ _ _ _ hC
  · rw [timeRev, Matrix.map_mul]
    exact key _ _ _ _ hB
```

A scalar $c$ passes through P and C unchanged, while T turns it into $\bar c$.

```lean
/-- Parity and charge conjugation are linear in scalars; time reversal conjugates them. -/
theorem smul_rules (c : ℂ) (X : Mat) :
    parity (c • X) = c • parity X ∧ chargeConj (c • X) = c • chargeConj X ∧
    timeRev (c • X) = (starRingEnd ℂ c) • timeRev X := by
  have h : (c • X).map (starRingEnd ℂ) = (starRingEnd ℂ c) • X.map (starRingEnd ℂ) := by
    ext i j
    simp
  refine ⟨?_, ?_, ?_⟩
  · simp only [parity, Matrix.mul_smul, Matrix.smul_mul]
  · simp only [chargeConj, Matrix.transpose_smul, Matrix.mul_smul, Matrix.smul_mul]
  · simp only [timeRev, h, Matrix.mul_smul, Matrix.smul_mul]
```

All three maps respect differences, which the commutator in $\sigma^{\mu\nu}$ requires.

```lean
/-- All three maps respect differences. -/
theorem sub_rules (X Y : Mat) :
    parity (X - Y) = parity X - parity Y ∧
    chargeConj (X - Y) = chargeConj X - chargeConj Y ∧
    timeRev (X - Y) = timeRev X - timeRev Y := by
  have h : (X - Y).map (starRingEnd ℂ) = X.map (starRingEnd ℂ) - Y.map (starRingEnd ℂ) := by
    ext i j
    simp
  refine ⟨?_, ?_, ?_⟩
  · simp only [parity, mul_sub, sub_mul]
  · simp only [chargeConj, Matrix.transpose_sub, mul_sub, sub_mul]
  · simp only [timeRev, h, mul_sub, sub_mul]
```

## Signs of the generators

For parity, $\gamma^0\gamma^\mu=s_\mu\gamma^\mu\gamma^0$.

For charge conjugation, $\gamma^0,\gamma^2$ are symmetric and anticommute with $C$, while $\gamma^1,\gamma^3$ are antisymmetric and commute with it. In every case $C(\gamma^\mu)^T=-\gamma^\mu C$.

For time reversal, only $\gamma^2$ is imaginary, and $B$ commutes with $\gamma^0,\gamma^2$ and anticommutes with $\gamma^1,\gamma^3$. Hence $B\,\overline{\gamma^\mu}=s_\mu\gamma^\mu B$.

Multiplying on the right by the inverse matrix gives the signs. In the proof, `h1`, `h2` and `h3` are these three relations, checked by entries.

```lean
set_option maxHeartbeats 400000 in
/-- The signs of `γ^μ` under parity, charge conjugation and time reversal. -/
theorem gamma_signs (μ : Fin 4) :
    parity (γ μ) = s μ • γ μ ∧ chargeConj (γ μ) = -γ μ ∧ timeRev (γ μ) = s μ • γ μ := by
  obtain ⟨h0, ⟨hC, -⟩, ⟨hB, -⟩⟩ := inverses
  -- move each symmetry matrix through `γ^μ`, then cancel it against its inverse
  have h1 : γ 0 * γ μ = (s μ • γ μ) * γ 0 := by
    fin_cases μ <;> ext i j <;> fin_cases i <;> fin_cases j <;>
      simp [s, γ, Matrix.mul_apply, Fin.sum_univ_four, Units.neg_smul]
  have h2 : chargeMat * (γ μ)ᵀ = (-γ μ) * chargeMat := by
    rw [explicit_forms.1]
    fin_cases μ <;> ext i j <;> fin_cases i <;> fin_cases j <;>
      simp [γ, Matrix.mul_apply, Fin.sum_univ_four]
  have h3 : timeMat * (γ μ).map (starRingEnd ℂ) = (s μ • γ μ) * timeMat := by
    rw [explicit_forms.2.1]
    fin_cases μ <;> ext i j <;> fin_cases i <;> fin_cases j <;>
      simp [s, γ, Matrix.mul_apply, Fin.sum_univ_four, Units.neg_smul]
  exact ⟨by rw [parity, h1, mul_assoc, h0, mul_one],
    by rw [chargeConj, h2, mul_assoc, hC, mul_one],
    by rw [timeRev, h3, mul_assoc, hB, mul_one]⟩
```

The matrix $\gamma_5$ anticommutes with each $\gamma^\mu$, so P reverses it. It is real and symmetric, and commutes with $C$ and $B$, which are products of two $\gamma$'s; C and T leave it unchanged.

```lean
/-- The signs of `γ5` under the three maps, and its anticommutation with every `γ^μ`. -/
theorem gamma5_signs :
    parity γ5 = -γ5 ∧ chargeConj γ5 = γ5 ∧ timeRev γ5 = γ5 ∧
    ∀ μ, γ5 * γ μ = -(γ μ * γ5) := by
  obtain ⟨h0, ⟨hC, -⟩, ⟨hB, -⟩⟩ := inverses
  have h1 : ∀ μ, γ5 * γ μ = -(γ μ * γ5) := by
    intro μ
    rw [explicit_forms.2.2]
    fin_cases μ <;> ext i j <;> fin_cases i <;> fin_cases j <;>
      simp [γ, Matrix.mul_apply, Fin.sum_univ_four]
  have h2 : chargeMat * γ5ᵀ = γ5 * chargeMat := by
    rw [explicit_forms.1, explicit_forms.2.2]
    ext i j
    fin_cases i <;> fin_cases j <;> simp [Matrix.mul_apply, Fin.sum_univ_four]
  have h3 : timeMat * γ5.map (starRingEnd ℂ) = γ5 * timeMat := by
    rw [explicit_forms.2.1, explicit_forms.2.2]
    ext i j
    fin_cases i <;> fin_cases j <;> simp [Matrix.mul_apply, Fin.sum_univ_four]
  refine ⟨?_, by rw [chargeConj, h2, mul_assoc, hC, mul_one],
    by rw [timeRev, h3, mul_assoc, hB, mul_one], h1⟩
  rw [parity, mul_assoc, h1 0, mul_neg, ← mul_assoc, h0, one_mul]
```

## Assembling the table

The identity is immediate. For $i\gamma_5$, time reversal conjugates the $i$ and gives a minus sign. For the axial matrix,
$$\mathrm C(\gamma^\mu\gamma_5)=\gamma_5(-\gamma^\mu)=\gamma^\mu\gamma_5,$$
while P and T multiply the signs of the factors. For the tensor, C exchanges the two terms of the commutator, giving $-\sigma^{\mu\nu}$; P gives $s_\mu s_\nu$, and T gives the same with a further minus from $\overline{i/2}$. Because $s_\mu^2=1$, the three signs multiply to $(-1)^r$.

The proof follows these five cases, splitting on $s_\mu=\pm1$ where necessary. Its statement holds for every covariant `b` and all index values.

```lean
/-- Each Dirac covariant is mapped to plus or minus itself by parity, charge conjugation and
time reversal, and the three signs multiply to `(-1)` to the number of Lorentz indices. -/
theorem discrete_symmetry_table (b : Covariant) :
    parity b.mat = b.pSign • b.mat ∧ chargeConj b.mat = b.cSign • b.mat ∧
    timeRev b.mat = b.tSign • b.mat ∧ b.pSign * b.cSign * b.tSign = (-1) ^ b.rank := by
  obtain ⟨p5, c5, t5, anti⟩ := gamma5_signs
  cases b with
  | scalar =>
    obtain ⟨h0, ⟨hC, -⟩, ⟨hB, -⟩⟩ := inverses
    have h1 : (1 : Mat).map (starRingEnd ℂ) = 1 :=
      Matrix.map_one _ (map_zero _) (map_one _)
    simp only [Covariant.mat, Covariant.pSign, Covariant.cSign, Covariant.tSign,
      Covariant.rank, parity, chargeConj, timeRev, h1, Matrix.transpose_one, mul_one,
      h0, hC, hB, one_smul, pow_zero, and_self]
  | pseudoscalar =>
    obtain ⟨hp, hc, ht⟩ := smul_rules I γ5
    simp [Covariant.mat, Covariant.pSign, Covariant.cSign, Covariant.tSign,
      Covariant.rank, hp, hc, ht, p5, c5, t5, Units.neg_smul]
  | vector μ =>
    obtain ⟨hp, hc, ht⟩ := gamma_signs μ
    refine ⟨hp, ?_, ht, ?_⟩
    · simp [Covariant.mat, Covariant.cSign, hc, Units.neg_smul]
    · rcases Int.units_eq_one_or (s μ) with h | h <;>
        simp [Covariant.pSign, Covariant.cSign, Covariant.tSign, Covariant.rank, h]
  | axial μ =>
    obtain ⟨hp, hc, ht⟩ := gamma_signs μ
    obtain ⟨mp, mc, mt⟩ := product_rules (γ μ) γ5
    simp only [Covariant.mat, Covariant.pSign, Covariant.cSign, Covariant.tSign,
      Covariant.rank, mp, mc, mt, hp, hc, ht, p5, c5, t5]
    rcases Int.units_eq_one_or (s μ) with h | h <;> simp [h, anti, Units.neg_smul]
  | tensor μ ν =>
    obtain ⟨hp, hc, ht⟩ := gamma_signs μ
    obtain ⟨kp, kc, kt⟩ := gamma_signs ν
    have hI : starRingEnd ℂ (I / 2) = -(I / 2) := by
      apply Complex.ext
      · rw [Complex.conj_re]
        simp
      · rw [Complex.conj_im]
        simp
    simp only [Covariant.mat, Covariant.pSign, Covariant.cSign, Covariant.tSign,
      Covariant.rank]
    refine ⟨?_, ?_, ?_, ?_⟩
    · rw [(smul_rules _ _).1, (sub_rules _ _).1, (product_rules _ _).1,
        (product_rules _ _).1, hp, kp]
      rcases Int.units_eq_one_or (s μ) with h | h <;>
        rcases Int.units_eq_one_or (s ν) with k | k <;>
        simp only [h, k, Units.neg_smul, one_smul, neg_mul, mul_neg, neg_neg, one_mul] <;>
        module
    · rw [(smul_rules _ _).2.1, (sub_rules _ _).2.1, (product_rules _ _).2.1,
        (product_rules _ _).2.1, hc, kc]
      simp only [Units.neg_smul, one_smul, neg_mul, mul_neg, neg_neg]
      module
    · rw [(smul_rules _ _).2.2, (sub_rules _ _).2.2, (product_rules _ _).2.2,
        (product_rules _ _).2.2, ht, kt, hI]
      rcases Int.units_eq_one_or (s μ) with h | h <;>
        rcases Int.units_eq_one_or (s ν) with k | k <;>
        simp only [h, k, Units.neg_smul, one_smul, neg_mul, mul_neg, neg_neg, one_mul] <;>
        module
    · rcases Int.units_eq_one_or (s μ) with h | h <;>
        rcases Int.units_eq_one_or (s ν) with k | k <;> simp [h, k]
```

As a numerical instance, take $\sigma^{12}=i\gamma^1\gamma^2=\mathrm{diag}(1,-1,1,-1)$, which is twice the spin along $z$ in units of $\hbar$. Parity leaves it alone, since $\gamma^0$ is diagonal. Conjugation by $C$ exchanges diagonal positions $0\leftrightarrow3$ and $1\leftrightarrow2$, giving $\mathrm{diag}(-1,1,-1,1)$. Conjugation by $B$ exchanges $0\leftrightarrow1$ and $2\leftrightarrow3$, with the same outcome. The signs are $+,-,-$, with product $+$. They belong to the bilinear $\bar\psi\sigma^{12}\psi$. The spin density is proportional to $\psi^\dagger\sigma^{12}\psi$ instead, for which $G=\gamma^0\sigma^{12}=\gamma^3\gamma_5$, with signs $+,+,-$.

## The three maps in succession

For an arbitrary matrix $G$, use $B^T=-B$ and $CB=BC=\gamma_5$. Transposing the time-reversed matrix gives
$$(B\,\overline G\,B^{-1})^T=-BG^\dagger B,$$
and therefore
$$\mathrm P(\mathrm C(\mathrm T(G)))=\gamma^0\,CB\,G^\dagger\,BC\,\gamma^0
=\gamma^0\gamma_5G^\dagger\gamma_5\gamma^0
=\gamma_5(\gamma^0G^\dagger\gamma^0)\gamma_5.$$
The last step uses anticommutation twice. The bracket is the Dirac adjoint of $G$. The `calc` block has the same sequence.

```lean
/-- On every matrix `G`, time reversal followed by charge conjugation and parity gives
`γ5 (γ0 G† γ0) γ5`. -/
theorem cpt_eq (G : Mat) :
    parity (chargeConj (timeRev G)) = γ5 * (γ 0 * Gᴴ * γ 0) * γ5 := by
  obtain ⟨-, ⟨-, hC⟩, ⟨-, hB⟩⟩ := inverses
  have hBt : timeMatᵀ = -timeMat := by
    rw [explicit_forms.2.1]
    ext i j
    fin_cases i <;> fin_cases j <;> simp
  have hCB : chargeMat * timeMat = γ5 := by
    rw [explicit_forms.1, explicit_forms.2.1, explicit_forms.2.2]
    ext i j
    fin_cases i <;> fin_cases j <;> simp [Matrix.mul_apply, Fin.sum_univ_four]
  have hBC : timeMat * chargeMat = γ5 := by
    rw [explicit_forms.1, explicit_forms.2.1, explicit_forms.2.2]
    ext i j
    fin_cases i <;> fin_cases j <;> simp [Matrix.mul_apply, Fin.sum_univ_four]
  have hG : (G.map (starRingEnd ℂ))ᵀ = Gᴴ := by
    ext i j
    rfl
  have hT : (timeRev G)ᵀ = timeMat * Gᴴ * (-timeMat) := by
    rw [timeRev, hB, Matrix.transpose_mul, Matrix.transpose_mul, Matrix.transpose_neg,
      hBt, hG, neg_neg, mul_assoc]
  have h5 := gamma5_signs.2.2.2 0
  -- the products `C B` and `B C` both collapse to `γ5`
  calc parity (chargeConj (timeRev G))
      = γ 0 * (chargeMat * (timeMat * Gᴴ * (-timeMat)) * (-chargeMat)) * γ 0 := by
        rw [parity, chargeConj, hT, hC]
    _ = γ 0 * (chargeMat * timeMat) * Gᴴ * (timeMat * chargeMat) * γ 0 := by noncomm_ring
    _ = (γ 0 * γ5) * Gᴴ * (γ5 * γ 0) := by rw [hCB, hBC]; noncomm_ring
    _ = (-(γ 0 * γ5)) * Gᴴ * (γ 0 * γ5) := by rw [h5]; noncomm_ring
    _ = (γ5 * γ 0) * Gᴴ * (γ 0 * γ5) := by rw [h5]
    _ = γ5 * (γ 0 * Gᴴ * γ 0) * γ5 := by noncomm_ring
```

On a covariant, T acts first and produces a sign, which passes through C and P because these are linear; the sign from C passes through P in the same way. The composite then multiplies the matrix by $(-1)^r$. This is an identity for fixed matrices; the CPT theorem concerns local, Lorentz-invariant quantum field theories, and neither fields nor locality enter here.

```lean
/-- Under the three maps in succession, a Dirac covariant is multiplied by `(-1)` to the
number of its Lorentz indices. -/
theorem cpt_sign (b : Covariant) :
    parity (chargeConj (timeRev b.mat)) = ((-1 : ℤˣ) ^ b.rank) • b.mat := by
  obtain ⟨hp, hc, ht, hs⟩ := discrete_symmetry_table b
  have lc : ∀ (u : ℤˣ) (G : Mat), chargeConj (u • G) = u • chargeConj G := by
    intro u G
    rcases Int.units_eq_one_or u with rfl | rfl <;> simp [chargeConj, Units.neg_smul]
  have lp : ∀ (u : ℤˣ) (G : Mat), parity (u • G) = u • parity G := by
    intro u G
    rcases Int.units_eq_one_or u with rfl | rfl <;> simp [parity, Units.neg_smul]
  have e : b.tSign * b.cSign * b.pSign = b.pSign * b.cSign * b.tSign := by
    rw [mul_comm b.tSign b.cSign, mul_comm (b.cSign * b.tSign) b.pSign, mul_assoc]
  rw [ht, lc, hc, lp, lp, hp, smul_smul, smul_smul, e, hs]

end

end DiracDiscreteSymmetries
```

```lean
#print axioms DiracDiscreteSymmetries.gamma5_signs
#print axioms DiracDiscreteSymmetries.cpt_eq
#print axioms DiracDiscreteSymmetries.cpt_sign
```

```
'DiracDiscreteSymmetries.gamma5_signs' depends on axioms: [propext, Classical.choice, Quot.sound]
'DiracDiscreteSymmetries.cpt_eq' depends on axioms: [propext, Classical.choice, Quot.sound]
'DiracDiscreteSymmetries.cpt_sign' depends on axioms: [propext, Classical.choice, Quot.sound]
```
